# Commutator formulas for the amplitude derivatives of the coupled-cluster Lagrangian with commuting excitations

A molecule described by coupled-cluster theory is placed in a weak external field. Its cluster amplitudes respond, and because they solve projected equations and do not minimise an energy, their response enters the energy change at first order. The coupled-cluster Lagrangian accounts for this contribution without requiring the response itself: it adds the amplitude equations to the energy with multipliers, which are chosen to make the sum stationary in the amplitudes. How does this Lagrangian change when one amplitude is varied?

## Operators, amplitudes and multipliers

Operators are real square matrices on a finite state space indexed by `n`, and `ι` labels the excitations.

```lean
import Mathlib

open Matrix

namespace CoupledClusterLagrangian

noncomputable section

variable {n ι : Type*} [Fintype n] [DecidableEq n] [Fintype ι] [DecidableEq ι]
```

The commutator is $[X,Y]=XY-YX$.

```lean
/-- The commutator `[X, Y] = X Y - Y X` of two operators. -/
def comm (X Y : Matrix n n ℝ) : Matrix n n ℝ := X * Y - Y * X
```

For a Hamiltonian $H$ and a cluster operator $T$, write $\bar H=e^{-T}He^{T}$. Lean calls this `simTransform H T`. It requires neither a symmetric $H$ nor a nilpotent $T$, since the matrix exponential always converges.

```lean
/-- The similarity-transformed Hamiltonian `exp(-T) H exp(T)`. -/
def simTransform (H T : Matrix n n ℝ) : Matrix n n ℝ :=
  NormedSpace.exp (-T) * H * NormedSpace.exp T
```

Given excitation operators $\tau_m$ and real amplitudes $t_m$, the cluster operator is $T(t)=\sum_m t_m\tau_m$.

```lean
/-- The cluster operator `T(t) = ∑ t_m τ_m` with amplitudes `t` and excitation operators `τ`. -/
def clusterOp (τ : ι → Matrix n n ℝ) (t : ι → ℝ) : Matrix n n ℝ := ∑ m, t m • τ m
```

For vectors $l$ and $v$, the matrix element $l^TXv$ is linear in $X$. Lean stores it as a linear map.

```lean
/-- The matrix element `lᵀ X v`, as a linear functional of the operator `X`. -/
def matrixElement (l v : n → ℝ) : Matrix n n ℝ →ₗ[ℝ] ℝ where
  toFun X := l ⬝ᵥ (X *ᵥ v)
  map_add' X Y := by rw [Matrix.add_mulVec, dotProduct_add]
  map_smul' c X := by rw [Matrix.smul_mulVec, dotProduct_smul]; rfl
```

Let $\varphi$ be the reference vector and $\lambda_m$ the multipliers (`lam`). Define

$$\omega(X)=\varphi^TX\varphi+\sum_m\lambda_m(\tau_m\varphi)^TX\varphi .$$

In the usual notation this is $\langle\varphi|(1+\Lambda)X|\varphi\rangle$ with $\Lambda=\sum_m\lambda_m\tau_m^T$.

```lean
/-- The functional `X ↦ ⟨φ|X|φ⟩ + ∑ λ_m ⟨τ_m φ|X|φ⟩` built from the reference `φ` and the
multipliers `lam`. -/
def lambdaState (τ : ι → Matrix n n ℝ) (φ : n → ℝ) (lam : ι → ℝ) : Matrix n n ℝ →ₗ[ℝ] ℝ :=
  matrixElement φ φ + ∑ m, lam m • matrixElement (τ m *ᵥ φ) φ
```

The Lagrangian $L(t)$ is the projected energy plus the multipliers times the residuals $(\tau_m\varphi)^T\bar H\varphi$. The first term is the energy when $\varphi^T\varphi=1$. Lean allows any $\varphi$; for a nonzero one, dividing $L$ by $\varphi^T\varphi$ gives the normalised value.

```lean
/-- The coupled-cluster Lagrangian: the projected energy plus the multipliers times the
residuals of the amplitude equations. -/
def lagrangian (H : Matrix n n ℝ) (τ : ι → Matrix n n ℝ) (φ : n → ℝ) (lam t : ι → ℝ) : ℝ :=
  φ ⬝ᵥ (simTransform H (clusterOp τ t) *ᵥ φ) +
    ∑ m, lam m * ((τ m *ᵥ φ) ⬝ᵥ (simTransform H (clusterOp τ t) *ᵥ φ))
```

The derivative formulas below assume that the operators involved commute. This stands for excitations out of a single reference determinant: they annihilate only occupied orbitals and create only in virtual ones, so their order does not matter. The matrices are otherwise arbitrary; second quantisation is not constructed. The family may be truncated, for example to singles and doubles.

## (a) Shifting the cluster operator

**Task.** Let $T$ and $\tau$ commute. Show that for every real $s$

$$e^{-(T+s\tau)}He^{T+s\tau}=e^{-s\tau}\,\bar H\,e^{s\tau}.$$

**Solution.** Exponentials of sums of commuting matrices factorise, in either order:

$$e^{-(T+s\tau)}=e^{-s\tau}e^{-T},\qquad e^{T+s\tau}=e^{T}e^{s\tau}.$$

Placing $H$ between them leaves $e^{-T}He^T=\bar H$ in the middle.

In the proof, `hneg` puts the negative exponent in the required order, and `Matrix.exp_add_of_commute` performs the two factorisations.

```lean
/-- Shifting `T` by a commuting operator `s τ` conjugates the transformed Hamiltonian
by `exp(s τ)`. -/
theorem simTransform_shift (H : Matrix n n ℝ) {T τ : Matrix n n ℝ} (h : Commute T τ) (s : ℝ) :
    simTransform H (T + s • τ) =
      NormedSpace.exp (s • (-τ)) * simTransform H T * NormedSpace.exp (s • τ) := by
  have hneg : -(T + s • τ) = s • (-τ) + -T := by
    rw [smul_neg]; abel
  unfold simTransform
  rw [hneg, Matrix.exp_add_of_commute _ _ (h.symm.neg_left.neg_right.smul_left s),
    Matrix.exp_add_of_commute _ _ (h.smul_right s)]
  simp only [mul_assoc]
```

## (b) The rate of change of a linear functional

**Task.** Let $f$ be a linear functional on matrices, and write $\bar H(x)=e^{-(T+x\tau)}He^{T+x\tau}$ with $T$ and $\tau$ commuting. Show that at every real $s$

$$\left.\frac{d}{dx}f(\bar H(x))\right|_{x=s}=f([\bar H(s),\tau]).$$

**Solution.** By (a), $\bar H(x)=e^{-x\tau}\bar H(0)e^{x\tau}$. The product rule gives

$$\bar H'(s)=-\tau e^{-s\tau}\bar H(0)e^{s\tau}+e^{-s\tau}\bar H(0)e^{s\tau}\tau
=\bar H(s)\tau-\tau\bar H(s).$$

A linear functional on a finite-dimensional space is continuous, so it may be applied to the derivative.

`HasDerivAt` states that the function is differentiable at the given point with the given derivative. The facts `hp` and `hm` differentiate the two exponentials, `fun_mul` is the product rule, and `alg` collects the two terms into the commutator. The last line is the chain rule for $f$.

```lean
open scoped Matrix.Norms.Operator in
/-- For commuting `T` and `τ`, any linear functional of the transformed Hamiltonian changes
along `T + s τ` at the rate given by its value on the commutator with `τ`. -/
theorem hasDerivAt_functional (f : Matrix n n ℝ →ₗ[ℝ] ℝ) (H : Matrix n n ℝ)
    {T τ : Matrix n n ℝ} (h : Commute T τ) (s : ℝ) :
    HasDerivAt (fun x : ℝ => f (simTransform H (T + x • τ)))
      (f (comm (simTransform H (T + s • τ)) τ)) s := by
  have hp : HasDerivAt (fun x : ℝ => NormedSpace.exp (x • τ))
      (NormedSpace.exp (s • τ) * τ) s := hasDerivAt_exp_smul_const τ s
  have hm : HasDerivAt (fun x : ℝ => NormedSpace.exp (x • (-τ)))
      ((-τ) * NormedSpace.exp (s • (-τ))) s := hasDerivAt_exp_smul_const' (-τ) s
  -- the product rule for the conjugated Hamiltonian
  have hd := (hm.mul_const (simTransform H T)).fun_mul hp
  have hd' : HasDerivAt (fun x : ℝ => simTransform H (T + x • τ))
      (comm (simTransform H (T + s • τ)) τ) s := by
    have hfun : (fun x : ℝ => simTransform H (T + x • τ)) = fun x : ℝ =>
        NormedSpace.exp (x • (-τ)) * simTransform H T * NormedSpace.exp (x • τ) :=
      funext fun x => simTransform_shift H h x
    have alg : ∀ A B C : Matrix n n ℝ,
        -τ * A * B * C + A * B * (C * τ) = comm (A * B * C) τ := by
      intro A B C
      simp only [comm, neg_mul, mul_assoc, neg_add_eq_sub]
    rw [hfun, simTransform_shift H h s, ← alg]
    exact hd
  exact (LinearMap.toContinuousLinearMap f).hasFDerivAt.comp_hasDerivAt s hd'
```

## (c) A single matrix element

**Task.** For commuting $T$ and $\tau$ and any vectors $l$ and $v$, show that

$$\left.\frac{d}{ds}\,l^Te^{-T-s\tau}He^{T+s\tau}v\right|_{s=0}=l^T[\bar H,\tau]v .$$

**Solution.** Take $f(X)=l^TXv$ in (b) and evaluate at zero, where the shifted operator is $T$ itself.

The proof does exactly this with `matrixElement l v`; `simp` removes the zero shift.

```lean
/-- For commuting `T` and `τ`, the derivative of `lᵀ exp(-T - s τ) H exp(T + s τ) v` at `s = 0`
is `lᵀ [exp(-T) H exp(T), τ] v`. -/
theorem hasDerivAt_matrixElement (H : Matrix n n ℝ) {T τ : Matrix n n ℝ} (h : Commute T τ)
    (l v : n → ℝ) :
    HasDerivAt (fun s : ℝ => l ⬝ᵥ (simTransform H (T + s • τ) *ᵥ v))
      (l ⬝ᵥ (comm (simTransform H T) τ *ᵥ v)) 0 := by
  have key := hasDerivAt_functional (matrixElement l v) H h 0
  simp only [zero_smul, add_zero] at key
  exact key
```

## (d) The Lagrangian as one functional

**Task.** Write $\bar H(t)=e^{-T(t)}He^{T(t)}$. Show that

$$L(t)=\omega(\bar H(t)).$$

**Solution.** Insert $X=\bar H(t)$ into the definition of $\omega$. The first term is the projected energy, and the sum contains the residuals weighted by $\lambda_m$. This is $L(t)$.

Lean unfolds the definitions and evaluates the sum of linear maps term by term.

```lean
omit [DecidableEq ι] in
/-- The Lagrangian is the value of the functional `lambdaState` on the transformed
Hamiltonian. -/
theorem lagrangian_eq (H : Matrix n n ℝ) (τ : ι → Matrix n n ℝ) (φ : n → ℝ) (lam t : ι → ℝ) :
    lagrangian H τ φ lam t = lambdaState τ φ lam (simTransform H (clusterOp τ t)) := by
  simp [lagrangian, lambdaState, matrixElement, LinearMap.sum_apply]
```

## (e) Raising one amplitude

**Task.** Let $e_k$ be the amplitude vector with a one at $k$ and zeros elsewhere. Show that

$$T(t+xe_k)=T(t)+x\tau_k .$$

**Solution.** With $\delta_{mk}$ equal to one for $m=k$ and zero otherwise,

$$\sum_m(t_m+x\delta_{mk})\tau_m=\sum_mt_m\tau_m+x\tau_k .$$

In Lean, `Pi.single k x` is $xe_k$. No commutation is needed here.

```lean
omit [Fintype n] [DecidableEq n] in
/-- Raising the amplitude `t_k` by `x` adds `x τ_k` to the cluster operator. -/
theorem clusterOp_add_single (τ : ι → Matrix n n ℝ) (t : ι → ℝ) (k : ι) (x : ℝ) :
    clusterOp τ (t + Pi.single k x) = clusterOp τ t + x • τ k := by
  simp [clusterOp, add_smul, Finset.sum_add_distrib, Pi.single_apply, ite_smul]
```

## (f) The gradient and the lambda equations

**Task.** Let all the $\tau_m$ commute pairwise. With the multipliers held fixed, show that

$$\frac{\partial L}{\partial t_k}=\varphi^T[\bar H(t),\tau_k]\varphi+\sum_m\lambda_m(\tau_m\varphi)^T[\bar H(t),\tau_k]\varphi .$$

**Solution.** By (d) and (e),

$$L(t+xe_k)=\omega\!\left(e^{-(T(t)+x\tau_k)}He^{T(t)+x\tau_k}\right).$$

Since $T(t)$ is a linear combination of the $\tau_m$, it commutes with $\tau_k$. Part (b) with $f=\omega$ gives the derivative $\omega([\bar H(t),\tau_k])$ at $x=0$, and writing out $\omega$ gives the target.

At amplitudes for which all the residuals vanish, setting this gradient to zero for every $k$ gives the lambda equations, which are linear in the multipliers and supply the $\Lambda$ used for coupled-cluster densities and energy gradients, here in a finite real model with commuting excitations. The theorem supplies the derivative; whether the equations have a solution is a separate question.

In the proof, `hc` establishes that $T(t)$ commutes with $\tau_k$, `key` is part (b), and the final `simp` writes out $\omega$.

```lean
/-- For commuting excitation operators, the partial derivative of the coupled-cluster Lagrangian
in the amplitude `t_k` is `⟨φ|[H̄, τ_k]|φ⟩ + ∑ λ_m ⟨τ_m φ|[H̄, τ_k]|φ⟩`, where `H̄` is the
transformed Hamiltonian. -/
theorem hasDerivAt_lagrangian (H : Matrix n n ℝ) (τ : ι → Matrix n n ℝ)
    (hτ : ∀ i j, Commute (τ i) (τ j)) (φ : n → ℝ) (lam t : ι → ℝ) (k : ι) :
    HasDerivAt (fun x : ℝ => lagrangian H τ φ lam (t + Pi.single k x))
      (φ ⬝ᵥ (comm (simTransform H (clusterOp τ t)) (τ k) *ᵥ φ) +
        ∑ m, lam m *
          ((τ m *ᵥ φ) ⬝ᵥ (comm (simTransform H (clusterOp τ t)) (τ k) *ᵥ φ))) 0 := by
  -- the cluster operator commutes with each excitation
  have hc : Commute (clusterOp τ t) (τ k) :=
    Commute.sum_left _ _ _ (fun m _ => (hτ m k).smul_left (t m))
  have key := hasDerivAt_functional (lambdaState τ φ lam) H hc 0
  simp only [zero_smul, add_zero] at key
  simp only [lagrangian_eq, clusterOp_add_single]
  convert key using 1
  simp [lambdaState, matrixElement, LinearMap.sum_apply]
```

## (g) Differentiating the gradient

**Task.** Under the same assumption, show that

$$\frac{\partial}{\partial t_j}\,\omega([\bar H(t),\tau_k])=\omega([[\bar H(t),\tau_j],\tau_k]).$$

By (f), the left side is the second derivative of $L$, first in $t_k$ and then in $t_j$.

**Solution.** The map $g(X)=\omega(X\tau_k-\tau_kX)$ is again a linear functional, and it does not depend on $t$. By (e), raising $t_j$ shifts $T(t)$ along $\tau_j$, with which it commutes. Part (b) with $f=g$ gives

$$g([\bar H(t),\tau_j])=\omega([[\bar H(t),\tau_j],\tau_k]).$$

Lean builds $g$ by composing `lambdaState` with right multiplication minus left multiplication by `τ k`.

```lean
/-- For commuting excitation operators, the derivative in the amplitude `t_j` of the value of
`lambdaState` on `[H̄, τ_k]` is its value on `[[H̄, τ_j], τ_k]`, where `H̄` is the transformed
Hamiltonian. -/
theorem hasDerivAt_gradient (H : Matrix n n ℝ) (τ : ι → Matrix n n ℝ)
    (hτ : ∀ i j, Commute (τ i) (τ j)) (φ : n → ℝ) (lam t : ι → ℝ) (j k : ι) :
    HasDerivAt (fun x : ℝ => lambdaState τ φ lam
        (comm (simTransform H (clusterOp τ (t + Pi.single j x))) (τ k)))
      (lambdaState τ φ lam (comm (comm (simTransform H (clusterOp τ t)) (τ j)) (τ k))) 0 := by
  have hc : Commute (clusterOp τ t) (τ j) :=
    Commute.sum_left _ _ _ (fun m _ => (hτ m j).smul_left (t m))
  -- the commutator with `τ k` is itself linear in the transformed Hamiltonian
  have key := hasDerivAt_functional ((lambdaState τ φ lam).comp
    (LinearMap.mulRight ℝ (τ k) - LinearMap.mulLeft ℝ (τ k))) H hc 0
  simp only [zero_smul, add_zero] at key
  simp only [clusterOp_add_single]
  exact key
```

## (h) The order of the two excitations

**Task.** For commuting matrices $a$ and $b$ and any matrix $X$, show that

$$[[X,a],b]=[[X,b],a].$$

**Solution.** Expand both sides:

$$[[X,a],b]=Xab-aXb-bXa+baX,$$

$$[[X,b],a]=Xba-bXa-aXb+abX.$$

The mixed terms cancel in the difference, leaving $X(ab-ba)-(ab-ba)X=0$.

Applied to (g) with $a=\tau_j$ and $b=\tau_k$, this makes the matrix of second derivatives symmetric in $j$ and $k$.

The `linear_combination` step is the same cancellation: it multiplies $ab=ba$ by $X$ from the left and from the right and subtracts.

```lean
/-- The double commutator of an operator with two commuting operators does not depend on their
order. -/
theorem comm_comm_symm (X : Matrix n n ℝ) {a b : Matrix n n ℝ} (h : Commute a b) :
    comm (comm X a) b = comm (comm X b) a := by
  have hab : a * b = b * a := h
  unfold comm
  linear_combination (norm := noncomm_ring) X * hab - hab * X
```

## (i) Two excitations on four states

Take a reference state 0, two singly excited states 1 and 2, and a doubly excited state 3, with phases chosen so that the nonzero matrix elements of the two excitation operators below are all $+1$. The operator $A$ takes 0 to 1 and 2 to 3.

```lean
/-- The excitation taking state 0 to 1 and state 2 to 3 in a four-state space. -/
def exciteA : Matrix (Fin 4) (Fin 4) ℝ := !![0, 0, 0, 0; 1, 0, 0, 0; 0, 0, 0, 0; 0, 0, 1, 0]
```

The operator $B$ takes 0 to 2 and 1 to 3.

```lean
/-- The excitation taking state 0 to 2 and state 1 to 3 in a four-state space. -/
def exciteB : Matrix (Fin 4) (Fin 4) ℝ := !![0, 0, 0, 0; 0, 0, 0, 0; 1, 0, 0, 0; 0, 1, 0, 0]
```

**Task.** Show that the family $(A,B)$ commutes pairwise and can excite twice:

$$AB=BA,\qquad AB\neq0 .$$

**Solution.** Starting from state 0, $B$ followed by $A$ passes through state 2 to state 3, while $A$ followed by $B$ passes through state 1 to state 3. Both products annihilate states 1, 2 and 3. They are therefore equal, and their entry in row 3, column 0 is one.

So the commutation assumption in (f) and (g) admits a family with a genuine double excitation. Lean compares the two products entry by entry and uses that same entry to show that the product is nonzero.

```lean
/-- The excitations `exciteA` and `exciteB` form a commuting family, and their product is
not zero. -/
theorem commuting_excitations_witness :
    (∀ i j, Commute (![exciteA, exciteB] i) (![exciteA, exciteB] j)) ∧
      exciteA * exciteB ≠ 0 := by
  have h : exciteA * exciteB = exciteB * exciteA := by
    ext i j
    fin_cases i <;> fin_cases j <;>
      simp [exciteA, exciteB, Matrix.mul_apply, Fin.sum_univ_succ]
  constructor
  · intro i j
    fin_cases i <;> fin_cases j
    · exact Commute.refl exciteA
    · exact h
    · exact h.symm
    · exact Commute.refl exciteB
  · intro h0
    -- the double excitation from state 0 to state 3 has amplitude one
    have h30 := congrFun (congrFun h0 3) 0
    simp [exciteA, exciteB, Matrix.mul_apply, Fin.sum_univ_succ] at h30

end

end CoupledClusterLagrangian
```

```lean
#print axioms CoupledClusterLagrangian.hasDerivAt_matrixElement
#print axioms CoupledClusterLagrangian.hasDerivAt_lagrangian
#print axioms CoupledClusterLagrangian.hasDerivAt_gradient
#print axioms CoupledClusterLagrangian.comm_comm_symm
```

```
'CoupledClusterLagrangian.hasDerivAt_matrixElement' depends on axioms: [propext, Classical.choice, Quot.sound]
'CoupledClusterLagrangian.hasDerivAt_lagrangian' depends on axioms: [propext, Classical.choice, Quot.sound]
'CoupledClusterLagrangian.hasDerivAt_gradient' depends on axioms: [propext, Classical.choice, Quot.sound]
'CoupledClusterLagrangian.comm_comm_symm' depends on axioms: [propext, Classical.choice, Quot.sound]
```
